# A gap-free 1/k error bound for the power method on positive semidefinite Hermitian operators

## When the two largest eigenvalues nearly coincide

The usual error estimate for the power method contains the ratio of the second largest to the largest eigenvalue, raised to a power that grows with the number of steps. If the two eigenvalues are nearly equal, this factor stays close to one for any affordable number of steps. If they are equal, it never decays, and the estimate says nothing.

The eigenvalue itself can still be well determined. A vector that mixes several states near the top of the spectrum can be far from every eigenvector, but its Rayleigh quotient is close to the top eigenvalue. The bound below makes this quantitative for a Hermitian operator with no negative eigenvalues and a start vector that overlaps a top eigenvector. In finite-basis electronic structure, it bounds the energy error of power iteration on a suitably shifted Hamiltonian in exact arithmetic, even when low-lying states are nearly degenerate.

## The bound and its Lean form

Let $b_i$ be an orthonormal basis of a finite-dimensional complex inner product space, and let $A b_i = d_i b_i$ with real levels $d_i$. Pick an index $t$ with $l = d_t > 0$ and $0 \le d_i \le l$ for all $i$. For a start vector $x$ with $\langle b_t, x\rangle \ne 0$, write

$$w_i = |\langle b_i, x\rangle|^2, \qquad R = \frac{1}{w_t}\sum_{i \ne t} w_i .$$

Then $A^k x \ne 0$ for every $k \ge 0$, and its Rayleigh quotient $\rho_k$ satisfies

$$0 \le l - \rho_k \le \frac{l\,R}{2k+1}.$$

This is `power_method_gap_free`. There $A$ is `levelOperator b d`, $w_i$ is `weight b x i`, and `rayleigh` is $\mathrm{Re}\langle y, Ay\rangle/\|y\|^2$. The hypotheses `ht`, `hd` and `hx` are the positive top level, the range of the levels and the nonzero overlap. The sum over `univ.erase t` runs over $i \ne t$.

The vector $x$ need not be normalised. If it is, $w_t$ is the probability of finding $b_t$, and $R = (1-w_t)/w_t$.

Writing $A$ through its eigenbasis loses no generality: `symmetric_eq_levelOperator` shows that every Hermitian operator on a finite-dimensional space has this form. A real diagonal matrix is the case of the standard basis.

The condition $d_i \ge 0$ has a physical role. A level at $-l$ would be amplified as strongly as the one at $l$, and the Rayleigh quotient could stay at a mixture of the two. A degenerate top level is allowed; its other basis states then count in $R$, although they cause no error. The theorem concerns the eigenvalue and makes no statement about convergence of the vector.

## Deriving the bound

Each application of $A$ multiplies the amplitude on $b_i$ by $d_i$, so

$$\langle b_i, A^k x\rangle = d_i^k \langle b_i, x\rangle .$$

The amplitude on $b_t$ is $l^k\langle b_t,x\rangle \ne 0$, hence $A^kx \neq 0$. Taking squared moduli gives, with $0^0 = 1$,

$$\rho_k = \frac{\sum_i d_i^{2k+1} w_i}{\sum_i d_i^{2k} w_i}, \qquad
l - \rho_k = \frac{\sum_i (l-d_i)\, d_i^{2k} w_i}{\sum_i d_i^{2k} w_i}.$$

Every term is nonnegative, which proves the lower bound.

For the upper bound we need a scalar estimate. For $0 \le d \le l$ and $m \ge 0$,

$$(m+1)(l-d)d^m \le l^{m+1} - d^{m+1}.$$

At $m=0$ this is an equality. If it holds for $m$, then

$$\begin{aligned}
(m+2)(l-d)d^{m+1} &= d\,(m+1)(l-d)d^m + (l-d)d^{m+1}\\
&\le d\,(l^{m+1}-d^{m+1}) + (l-d)\,l^{m+1} = l^{m+2} - d^{m+2}.
\end{aligned}$$

Dropping $-d^{m+1} \le 0$ and dividing by $m+1$ gives $(l-d)d^m \le l^{m+1}/(m+1)$.

In the numerator of $l-\rho_k$ the term $i=t$ vanishes. The scalar estimate with $m=2k$ bounds each of the others. In the denominator we keep only the term $i=t$. Therefore

$$l - \rho_k \le \frac{\dfrac{l^{2k+1}}{2k+1}\sum_{i\ne t} w_i}{l^{2k} w_t} = \frac{l\,R}{2k+1}.$$

The physical content is a compromise: a level far below $l$ is damped quickly, while a level close to $l$ survives but contributes little error.

## Two-level operators that attain the rate, one for each k

For given $k$, take the levels $1$ and $y = 2k/(2k+1)$ and the start vector $b_0+b_1$, or $(b_0+b_1)/\sqrt2$ when normalised. The value $y$ maximises $(1-y)y^{2k}$ on $[0,1]$. Both weights are equal, so $R=1$ and

$$1-\rho_k = \frac{(1-y)\,y^{2k}}{1+y^{2k}} \ge \frac{e^{-1}}{2(2k+1)}.$$

Here $1-y = 1/(2k+1)$ and $1+y^{2k} \le 2$. It remains to see that $y^{2k} \ge e^{-1}$. With $m = 2k \ge 1$, the inequality $1 + 1/m \le e^{1/m}$ gives $m/(m+1) \ge e^{-1/m}$, and the $m$-th power of this is the claim. For $m=0$ the left side is $1$.

So a bound that depends only on $l$, $R$ and $k$ cannot decay faster than $1/k$. The operator changes with $k$, however: for one fixed operator on a finite-dimensional space, the error eventually falls at least exponentially, even if the top level is degenerate.

## Shift, step count and normalisation in a program

A ground-state calculation needs the lowest eigenvalue $E_0$ of a Hamiltonian $H$. One applies the iteration to $A = c - H$, with $c$ at least the largest eigenvalue of $H$ and $c > E_0$. The top level is then $l = c - E_0$, and the energy estimate $c - \rho_k$ lies above $E_0$ by at most $(c-E_0)R/(2k+1)$. The accuracy is thus relative to the shifted level, and an unnecessarily large $c$ weakens the bound.

A typical loop holds a normalised vector $y$, computes $z = Ay$, records $\rho = \langle y, z\rangle$, and replaces $y$ by $z/\|z\|$. Normalising prevents overflow and leaves the Rayleigh quotient unchanged, and one product with $A$ serves both the estimate and the next step.

By `steps_for_accuracy`, $\rho_k \ge (1-\varepsilon)\,l$ once $R \le \varepsilon(2k+1)$. Since also $\rho_k \le l$, the error is then at most $\varepsilon l$. For the ground-state energy this means $\varepsilon(c-E_0)$, not $\varepsilon|E_0|$. With $R=1$ and $\varepsilon = 0.01$, $k=50$ steps suffice, whatever the gap.

## The Lean file

```lean
import Mathlib

open Finset

namespace GapFreePowerMethod

noncomputable section

variable {ι : Type*} [Fintype ι] {E : Type*} [NormedAddCommGroup E] [InnerProductSpace ℂ E]

/-- The operator with real levels `d i` and orthonormal eigenvectors `b i`. -/
def levelOperator (b : OrthonormalBasis ι ℂ E) (d : ι → ℝ) : Module.End ℂ E :=
  b.toBasis.constr ℂ (fun i => (d i : ℂ) • b i)

/-- The weight of the basis state `b i` in the vector `x`, the squared modulus of the overlap. -/
def weight (b : OrthonormalBasis ι ℂ E) (x : E) (i : ι) : ℝ := ‖inner ℂ (b i) x‖ ^ 2

/-- The real part of `⟨y, A y⟩` divided by `‖y‖ ^ 2`. For Hermitian `A` and nonzero `y` this is the
Rayleigh quotient. -/
def rayleigh (A : Module.End ℂ E) (y : E) : ℝ := (inner ℂ y (A y)).re / ‖y‖ ^ 2

/-- Each basis vector `b i` is an eigenvector of the level operator with eigenvalue `d i`. -/
theorem levelOperator_basis (b : OrthonormalBasis ι ℂ E) (d : ι → ℝ) (i : ι) :
    levelOperator b d (b i) = (d i : ℂ) • b i := by
  have h := b.toBasis.constr_basis ℂ (fun i => (d i : ℂ) • b i) i
  simpa only [levelOperator, OrthonormalBasis.coe_toBasis] using h

/-- Every Hermitian operator on a finite-dimensional space is the level operator of its
eigenvalues and an orthonormal eigenbasis. -/
theorem symmetric_eq_levelOperator [FiniteDimensional ℂ E] {n : ℕ}
    (hn : Module.finrank ℂ E = n) (T : E →ₗ[ℂ] E) (hT : T.IsSymmetric) :
    T = levelOperator (hT.eigenvectorBasis hn) (hT.eigenvalues hn) := by
  refine (hT.eigenvectorBasis hn).toBasis.ext fun i => ?_
  rw [OrthonormalBasis.coe_toBasis, levelOperator_basis]
  exact hT.apply_eigenvectorBasis hn i

/-- After `k` power steps the amplitude on `b i` has been multiplied by `d i ^ k`. -/
theorem inner_iterate (b : OrthonormalBasis ι ℂ E) (d : ι → ℝ) (k : ℕ) (x : E) (i : ι) :
    inner ℂ (b i) ((levelOperator b d ^ k) x) = (d i : ℂ) ^ k * inner ℂ (b i) x := by
  classical
  -- one application of the operator, by expansion in the eigenbasis
  have step : ∀ y : E, inner ℂ (b i) (levelOperator b d y) = (d i : ℂ) * inner ℂ (b i) y := by
    intro y
    have hy : levelOperator b d y = ∑ j, inner ℂ (b j) y • ((d j : ℂ) • b j) := by
      conv_lhs => rw [← b.sum_repr' y]
      simp only [map_sum, map_smul, levelOperator_basis]
    rw [hy, inner_sum]
    simp only [inner_smul_right, orthonormal_iff_ite.mp b.orthonormal, mul_ite, mul_one,
      mul_zero, Finset.sum_ite_eq, Finset.mem_univ, if_true]
    ring
  induction k with
  | zero => simp
  | succ k ih =>
    rw [pow_succ', Module.End.mul_apply, step, ih]
    ring

/-- The Rayleigh quotient after `k` power steps is a ratio of weighted power sums of the levels. -/
theorem rayleigh_iterate (b : OrthonormalBasis ι ℂ E) (d : ι → ℝ) (k : ℕ) (x : E) :
    rayleigh (levelOperator b d) ((levelOperator b d ^ k) x) =
      (∑ i, d i ^ (2 * k + 1) * weight b x i) / ∑ i, d i ^ (2 * k) * weight b x i := by
  have hw : ∀ i, weight b ((levelOperator b d ^ k) x) i = d i ^ (2 * k) * weight b x i := by
    intro i
    unfold weight
    rw [inner_iterate, norm_mul, mul_pow, norm_pow, Complex.norm_real, Real.norm_eq_abs,
      ← pow_mul, mul_comm k 2, pow_mul, sq_abs, ← pow_mul]
  -- the real part of `⟨y, A y⟩` is the weighted sum of the levels
  have hnum : ∀ y : E, (inner ℂ y (levelOperator b d y)).re = ∑ i, d i * weight b y i := by
    intro y
    rw [← b.sum_inner_mul_inner y (levelOperator b d y), Complex.re_sum]
    refine Finset.sum_congr rfl fun i _ => ?_
    have h1 : inner ℂ (b i) (levelOperator b d y) = (d i : ℂ) * inner ℂ (b i) y := by
      simpa only [pow_one] using inner_iterate b d 1 y i
    rw [h1, ← inner_conj_symm y (b i), weight, Complex.sq_norm, Complex.normSq_apply]
    simp only [Complex.mul_re, Complex.mul_im, Complex.conj_re, Complex.conj_im,
      Complex.ofReal_re, Complex.ofReal_im]
    ring
  have hden : ∀ y : E, ‖y‖ ^ 2 = ∑ i, weight b y i :=
    fun y => (b.sum_sq_norm_inner_right y).symm
  rw [rayleigh, hnum, hden]
  simp only [hw]
  congr 1
  refine Finset.sum_congr rfl fun i _ => ?_
  ring

/-- For a level `d` between `0` and `l`, the product `(l - d) d ^ m` is at most
`l ^ (m + 1) / (m + 1)`. -/
theorem filter_bound {d l : ℝ} (hd : 0 ≤ d) (hdl : d ≤ l) (m : ℕ) :
    (l - d) * d ^ m ≤ l ^ (m + 1) / (m + 1) := by
  have key : ((m : ℝ) + 1) * ((l - d) * d ^ m) ≤ l ^ (m + 1) - d ^ (m + 1) := by
    induction m with
    | zero => simp
    | succ m ih =>
      have h1 := mul_le_mul_of_nonneg_left ih hd
      have h2 := mul_le_mul_of_nonneg_left (pow_le_pow_left₀ hd hdl (m + 1))
        (sub_nonneg.mpr hdl)
      push_cast
      calc ((m : ℝ) + 1 + 1) * ((l - d) * d ^ (m + 1))
          = d * (((m : ℝ) + 1) * ((l - d) * d ^ m)) + (l - d) * d ^ (m + 1) := by ring
        _ ≤ d * (l ^ (m + 1) - d ^ (m + 1)) + (l - d) * l ^ (m + 1) := add_le_add h1 h2
        _ = l ^ (m + 1 + 1) - d ^ (m + 1 + 1) := by ring
  rw [le_div_iff₀ (by positivity)]
  have h3 := pow_nonneg hd (m + 1)
  linarith

/-- Gap-free power method bound: if all levels lie between `0` and the top level `d t > 0` and
`x` overlaps `b t`, the iterate is nonzero and its Rayleigh quotient lies below `d t` by at most
`d t` times the ratio of the other weights to the top weight, divided by `2 k + 1`. -/
theorem power_method_gap_free [DecidableEq ι] (b : OrthonormalBasis ι ℂ E) (d : ι → ℝ) (t : ι)
    (ht : 0 < d t) (hd : ∀ i, 0 ≤ d i ∧ d i ≤ d t) (x : E) (hx : inner ℂ (b t) x ≠ 0) (k : ℕ) :
    (levelOperator b d ^ k) x ≠ 0 ∧
    0 ≤ d t - rayleigh (levelOperator b d) ((levelOperator b d ^ k) x) ∧
    d t - rayleigh (levelOperator b d) ((levelOperator b d ^ k) x) ≤
      d t * (∑ i ∈ univ.erase t, weight b x i) / (weight b x t * (2 * k + 1)) := by
  have hp : ∀ i, 0 ≤ weight b x i := fun i => sq_nonneg _
  have hpt : 0 < weight b x t := pow_pos (norm_pos_iff.mpr hx) 2
  have hlow : 0 < d t ^ (2 * k) * weight b x t := mul_pos (pow_pos ht _) hpt
  have hSge : d t ^ (2 * k) * weight b x t ≤ ∑ i, d i ^ (2 * k) * weight b x i :=
    Finset.single_le_sum (f := fun i => d i ^ (2 * k) * weight b x i)
      (fun i _ => mul_nonneg (pow_nonneg (hd i).1 _) (hp i)) (Finset.mem_univ t)
  have hS := lt_of_lt_of_le hlow hSge
  -- the error as a single fraction
  have herr : d t - rayleigh (levelOperator b d) ((levelOperator b d ^ k) x) =
      (∑ i, (d t - d i) * d i ^ (2 * k) * weight b x i) /
        ∑ i, d i ^ (2 * k) * weight b x i := by
    rw [rayleigh_iterate, eq_div_iff hS.ne', sub_mul, div_mul_cancel₀ _ hS.ne',
      Finset.mul_sum, ← Finset.sum_sub_distrib]
    refine Finset.sum_congr rfl fun i _ => ?_
    ring
  refine ⟨fun h => ?_, ?_, ?_⟩
  · have h0 := inner_iterate b d k x t
    rw [h, inner_zero_right] at h0
    exact mul_ne_zero (pow_ne_zero _ (Complex.ofReal_ne_zero.mpr ht.ne')) hx h0.symm
  · rw [herr]
    exact div_nonneg (Finset.sum_nonneg fun i _ => mul_nonneg
      (mul_nonneg (sub_nonneg.mpr (hd i).2) (pow_nonneg (hd i).1 _)) (hp i)) hS.le
  · -- the top level drops out of the numerator, the others obey the scalar estimate
    have hnum : ∑ i, (d t - d i) * d i ^ (2 * k) * weight b x i ≤
        d t ^ (2 * k + 1) / (2 * k + 1) * ∑ i ∈ univ.erase t, weight b x i := by
      rw [← Finset.add_sum_erase _ _ (Finset.mem_univ t), sub_self, zero_mul, zero_mul,
        zero_add, Finset.mul_sum]
      refine Finset.sum_le_sum fun i _ => mul_le_mul_of_nonneg_right ?_ (hp i)
      have h := filter_bound (hd i).1 (hd i).2 (2 * k)
      push_cast at h
      exact h
    have hP : 0 ≤ ∑ i ∈ univ.erase t, weight b x i := Finset.sum_nonneg fun i _ => hp i
    have hpt' := hpt.ne'
    have ht' := ht.ne'
    rw [herr]
    refine (div_le_div₀ (by positivity) hnum hlow hSge).trans (le_of_eq ?_)
    rw [pow_succ]
    field_simp

/-- Let all levels lie between `0` and the top level `d t > 0`, and let `x` overlap `b t`. If `2 k +
1` times `ε` is at least the ratio of the other weights to the top weight, then the Rayleigh
quotient after `k` power steps is at least `(1 - ε) d t`. -/
theorem steps_for_accuracy [DecidableEq ι] (b : OrthonormalBasis ι ℂ E) (d : ι → ℝ) (t : ι)
    (ht : 0 < d t) (hd : ∀ i, 0 ≤ d i ∧ d i ≤ d t) (x : E) (hx : inner ℂ (b t) x ≠ 0) (k : ℕ)
    (ε : ℝ) (hε : (∑ i ∈ univ.erase t, weight b x i) / weight b x t ≤ ε * (2 * k + 1)) :
    (1 - ε) * d t ≤ rayleigh (levelOperator b d) ((levelOperator b d ^ k) x) := by
  obtain ⟨-, -, h⟩ := power_method_gap_free b d t ht hd x hx k
  have h2 := mul_le_mul_of_nonneg_left ((div_le_iff₀ (by positivity)).mpr hε) ht.le
  rw [div_div, ← mul_div_assoc] at h2
  linarith

/-- The number `(m / (m + 1)) ^ m` is never smaller than `exp (-1)`. -/
theorem exp_neg_one_le (m : ℕ) : Real.exp (-1) ≤ ((m : ℝ) / (m + 1)) ^ m := by
  rcases Nat.eq_zero_or_pos m with rfl | hpos
  · simp
  · have hm : (0 : ℝ) < m := Nat.cast_pos.mpr hpos
    have h1 : Real.exp (-(1 / (m : ℝ))) ≤ (m : ℝ) / (m + 1) := by
      rw [Real.exp_neg, inv_le_comm₀ (Real.exp_pos _) (by positivity), inv_div, add_div,
        div_self hm.ne']
      linarith [Real.add_one_le_exp (1 / (m : ℝ))]
    calc Real.exp (-1) = Real.exp (-(1 / (m : ℝ))) ^ m := by
          rw [← Real.exp_nat_mul]
          congr 1
          field_simp
      _ ≤ _ := pow_le_pow_left₀ (Real.exp_pos _).le h1 m

/-- For the two levels `1` and `2 k / (2 k + 1)` and the start vector `b 0 + b 1`, the error after
`k` power steps is at least `exp (-1) / (2 (2 k + 1))`. -/
theorem gap_free_rate_sharp (b : OrthonormalBasis (Fin 2) ℂ E) (k : ℕ) :
    Real.exp (-1) / (2 * (2 * k + 1)) ≤
      1 - rayleigh (levelOperator b ![1, 2 * k / (2 * k + 1)])
        ((levelOperator b ![1, 2 * k / (2 * k + 1)] ^ k) (b 0 + b 1)) := by
  have ho := orthonormal_iff_ite.mp b.orthonormal
  have hw0 : weight b (b 0 + b 1) 0 = 1 := by
    rw [weight, inner_add_right, ho 0 0, ho 0 1]
    simp
  have hw1 : weight b (b 0 + b 1) 1 = 1 := by
    rw [weight, inner_add_right, ho 1 0, ho 1 1]
    simp
  have he := exp_neg_one_le (2 * k)
  push_cast at he
  rw [rayleigh_iterate]
  simp only [Fin.sum_univ_two, hw0, hw1, mul_one, Matrix.cons_val_zero, Matrix.cons_val_one,
    Matrix.cons_val_fin_one, one_pow]
  have hy : 1 - 2 * (k : ℝ) / (2 * k + 1) = 1 / (2 * k + 1) := by
    rw [eq_div_iff (by positivity), sub_mul, div_mul_cancel₀ _ (by positivity)]
    ring
  have hy0 : 0 ≤ 2 * (k : ℝ) / (2 * k + 1) := by positivity
  have hy1 : 2 * (k : ℝ) / (2 * k + 1) ≤ 1 := by
    rw [div_le_one (by positivity)]
    linarith
  generalize 2 * (k : ℝ) / (2 * k + 1) = y at he hy hy0 hy1 ⊢
  have hq1 : y ^ (2 * k) ≤ 1 := pow_le_one₀ hy0 hy1
  have hq0 : 0 < 1 + y ^ (2 * k) := by positivity
  have herr : 1 - (1 + y ^ (2 * k + 1)) / (1 + y ^ (2 * k)) =
      (1 - y) * y ^ (2 * k) / (1 + y ^ (2 * k)) := by
    rw [eq_div_iff hq0.ne', sub_mul, div_mul_cancel₀ _ hq0.ne']
    ring
  rw [herr, hy]
  calc Real.exp (-1) / (2 * (2 * k + 1)) = 1 / (2 * (k : ℝ) + 1) * Real.exp (-1) / 2 := by
        field_simp
    _ ≤ _ := div_le_div₀ (by positivity) (mul_le_mul_of_nonneg_left he (by positivity)) hq0
        (by linarith)

end

end GapFreePowerMethod
```

```lean
#print axioms GapFreePowerMethod.symmetric_eq_levelOperator
#print axioms GapFreePowerMethod.power_method_gap_free
#print axioms GapFreePowerMethod.steps_for_accuracy
#print axioms GapFreePowerMethod.gap_free_rate_sharp
```

```
'GapFreePowerMethod.symmetric_eq_levelOperator' depends on axioms: [propext, Classical.choice, Quot.sound]
'GapFreePowerMethod.power_method_gap_free' depends on axioms: [propext, Classical.choice, Quot.sound]
'GapFreePowerMethod.steps_for_accuracy' depends on axioms: [propext, Classical.choice, Quot.sound]
'GapFreePowerMethod.gap_free_rate_sharp' depends on axioms: [propext, Classical.choice, Quot.sound]
```

## How the proof follows the derivation

`levelOperator` is defined by its values on the basis, and `levelOperator_basis` recovers the eigenvalue equation. For `symmetric_eq_levelOperator`, it is enough to compare the two operators on Mathlib's eigenbasis of a Hermitian operator.

`inner_iterate` is the amplitude formula. Its inner claim `step` expands the vector in the eigenbasis and uses orthonormality to treat one application of $A$; induction on `k` does the rest. `rayleigh_iterate` then writes the expectation value and the squared norm as sums over the weights, which gives the ratio of power sums.

`filter_bound` is the scalar estimate. Its claim `key` is the stronger inequality containing $-d^{m+1}$, proved by induction, and the `calc` block has the same three steps as the induction step above.

In `power_method_gap_free`, `hSge` says that the denominator is at least its top term, and `herr` writes the error as a single fraction. The three parts of the conclusion follow in order. For the last, `hnum` removes the top term from the numerator and applies `filter_bound` with exponent `2 * k`; `div_le_div₀` combines the larger numerator with the smaller denominator. `steps_for_accuracy` rearranges the result.

`exp_neg_one_le` proves $(m/(m+1))^m \ge e^{-1}$, with $m=0$ treated separately. `gap_free_rate_sharp` computes the two weights, reduces the error to the fraction in $y$, and bounds its factors as in the two-level calculation.
